# The Coulomb interaction of the full d shell is not of Kanamori form when F2 > 0 and F4 ≤ F2

Take one electron in $d_{xy}$ and one in $d_{x^2-y^2}$. In terms of the Slater integrals $F^0,F^2,F^4$ (the superscripts are labels, not powers), I find the exchange integral $35F^4/441$. If I replace $d_{x^2-y^2}$ by $d_{z^2}$, I get $4F^2/49+15F^4/441$. The Kanamori interaction has a single exchange constant $J$ for all pairs, so it should fail on the full d shell unless these two numbers happen to agree. Can this be proved in Lean 4, starting from the Condon-Shortley coefficients and the real orbitals, with a clear condition on the Slater integrals?

## Two partners of xy, two exchange integrals

Yes. The two integrals differ by four times the Racah parameter $B=F^2/49-5F^4/441$, and $B$ is positive whenever $F^2>0$ and $F^4\le F^2$.

Write $|m\rangle$, $m=-2,\dots,2$, for the spherical d orbitals and $c^k(m,m')$ for the Condon-Shortley coefficients. The Coulomb elements are

$$\langle m_1m_2|V|m_3m_4\rangle=\delta_{m_1+m_2,\,m_3+m_4}\sum_{k=0,2,4}F^k\,c^k(m_1,m_3)\,c^k(m_4,m_2),$$

with $c^0(m,m')=\delta_{mm'}$. The real orbitals are

$$z^2=|0\rangle,\quad xz=\tfrac{1}{\sqrt2}(|{-1}\rangle-|1\rangle),\quad yz=\tfrac{i}{\sqrt2}(|{-1}\rangle+|1\rangle),$$
$$x^2-y^2=\tfrac{1}{\sqrt2}(|{-2}\rangle+|2\rangle),\quad xy=\tfrac{i}{\sqrt2}(|{-2}\rangle-|2\rangle).$$

The exchange integral of orbitals $a\ne b$ is $K(a,b)=\langle ab|V|ba\rangle$.

**The pair (xy, z²).** Here $m_2=m_3=0$, so the selection rule gives $m_1=m_4=\pm2$. Each sign has weight $1/2$ and contributes the same element:

$$K(xy,z^2)=\sum_k F^k[c^k(2,0)]^2=\frac{4F^2}{49}+\frac{15F^4}{441}.$$

**The pair (xy, x²−y²).** All four indices are $\pm2$. The coefficients multiply to $\tfrac14s(m_1)s(m_4)$, with $s(-2)=1$ and $s(2)=-1$. Six terms obey the selection rule. With the common factor $\tfrac14$ left out, they are as follows:

- Two have all indices equal. Each contributes $+D$, where $D=F^0+4F^2/49+F^4/441$.
- Two have $m_1=m_3=-m_2=-m_4$. Each contributes $-D$.
- Two have $m_1=m_4=-m_2=-m_3$. Each contributes $+\sum_kF^k[c^k(2,-2)]^2=70F^4/441$.

The direct terms cancel, leaving $K(xy,x^2-y^2)=\tfrac14\cdot2\cdot70F^4/441=35F^4/441$. Therefore

$$K(xy,z^2)-K(xy,x^2-y^2)=\frac{4F^2}{49}-\frac{20F^4}{441}=4B.$$

A common $J$ forces $B=0$. But if $F^2>0$ and $F^4\le F^2$, then $B=(9F^2-5F^4)/441\ge4F^2/441>0$.

## All ten pairs agree when B = 0

The remaining pairs follow in the same way. For $z^2$ with $xz$ or $yz$, replace $c^k(2,0)$ by $c^k(1,0)$. For $(xz,yz)$, the direct terms cancel again and half of $[c^k(1,-1)]^2$ remains. For one orbital with $m=\pm2$ and one with $m=\pm1$, the selection rule forces $m_1=m_4$ and $m_2=m_3$, which leaves $\tfrac12([c^k(2,1)]^2+[c^k(2,-1)]^2)$.

| Pairs | Exchange integral | Same value, using $B$ |
|---|---|---|
| $(xy,x^2-y^2)$ | $35F^4/441$ | $35F^4/441$ |
| $z^2$ with $xz$ or $yz$ | $F^2/49+30F^4/441$ | $35F^4/441+B$ |
| $(xz,yz)$; $xy$ or $x^2-y^2$ with $xz$ or $yz$ | $3F^2/49+20F^4/441$ | $35F^4/441+3B$ |
| $z^2$ with $xy$ or $x^2-y^2$ | $4F^2/49+15F^4/441$ | $35F^4/441+4B$ |

If $B=0$, then $F^4=9F^2/5$, and every entry equals $F^2/7$.

## A transition with a spectator electron

The Kanamori form also lacks some elements altogether. In $\langle z^2,xz|V|x^2-y^2,xz\rangle$, one electron passes from $x^2-y^2$ to $z^2$ while the other stays in $xz$. With $m_1=0$, the allowed choices of $(m_2,m_3,m_4)$ are $(1,2,-1)$ and $(-1,-2,1)$. Each has coefficient $-1/(2\sqrt2)$ and the element

$$\frac{2\sqrt6\,F^2}{49}-\frac{\sqrt{15}\sqrt{40}\,F^4}{441}=2\sqrt6\,B.$$

The sum is $-2\sqrt3\,B$, whereas the Kanamori form gives zero.

## The Lean file

```lean
import Mathlib

open ComplexConjugate

namespace DShellKanamori

noncomputable section

/-- The five real d orbitals. -/
inductive Orbital
  | z2 | xz | yz | x2y2 | xy
  deriving DecidableEq

/-- The Kronecker delta. -/
def delta {α : Type} [DecidableEq α] (a b : α) : ℝ := if a = b then 1 else 0

/-- Condon-Shortley coefficients c²(m, m') between d orbitals; the indices 0, ..., 4 stand for m =
-2, ..., 2. -/
def c2 (m m' : Fin 5) : ℝ :=
  (![![-2, √6, -2, 0, 0],
     ![-√6, 1, 1, -√6, 0],
     ![-2, -1, 2, -1, -2],
     ![0, -√6, 1, 1, -√6],
     ![0, 0, -2, √6, -2]] : Fin 5 → Fin 5 → ℝ) m m' / 7

/-- Condon-Shortley coefficients c⁴(m, m') between d orbitals, with the same indexing as `c2`. -/
def c4 (m m' : Fin 5) : ℝ :=
  (![![1, -√5, √15, -√35, √70],
     ![√5, -4, √30, -√40, √35],
     ![√15, -√30, 6, -√30, √15],
     ![√35, -√40, √30, -4, √5],
     ![√70, -√35, √15, -√5, 1]] : Fin 5 → Fin 5 → ℝ) m m' / 21

/-- The Coulomb element ⟨m1 m2|V|m3 m4⟩ of the d shell with Slater integrals F0, F2, F4. -/
def dCoulomb (F0 F2 F4 : ℝ) (m1 m2 m3 m4 : Fin 5) : ℝ :=
  if (m1 : ℕ) + (m2 : ℕ) = (m3 : ℕ) + (m4 : ℕ) then
    F0 * (delta m1 m3 * delta m4 m2) + F2 * (c2 m1 m3 * c2 m4 m2)
      + F4 * (c4 m1 m3 * c4 m4 m2)
  else 0

/-- The normalisation 1/√2 of the real orbitals other than z². -/
def r2 : ℂ := (((√2)⁻¹ : ℝ) : ℂ)

/-- Expansion coefficients of the real orbitals in the spherical orbitals m = -2, ..., 2. -/
def coeff : Orbital → Fin 5 → ℂ
  | .z2 => ![0, 0, 1, 0, 0]
  | .xz => ![0, r2, 0, -r2, 0]
  | .yz => ![0, Complex.I * r2, 0, Complex.I * r2, 0]
  | .x2y2 => ![r2, 0, 0, 0, r2]
  | .xy => ![Complex.I * r2, 0, 0, 0, -(Complex.I * r2)]

/-- The Coulomb element ⟨a b|V|c d⟩ between real d orbitals. -/
def realCoulomb (F0 F2 F4 : ℝ) (a b c d : Orbital) : ℂ :=
  ∑ m1, conj (coeff a m1) * ∑ m2, conj (coeff b m2) *
    ∑ m3, coeff c m3 * ∑ m4, coeff d m4 * (dCoulomb F0 F2 F4 m1 m2 m3 m4 : ℂ)

/-- The Racah parameter B in terms of the Slater integrals. -/
def racahB (F2 F4 : ℝ) : ℝ := F2 / 49 - 5 * F4 / 441

/-- The interaction on all five real orbitals has Kanamori form: one inter-orbital repulsion U'
and one constant J for exchange and pair hopping, with no other terms. -/
def IsKanamori (F0 F2 F4 U' J : ℝ) : Prop :=
  ∀ a b c d : Orbital, realCoulomb F0 F2 F4 a b c d =
    ((U' * (delta a c * delta b d)
      + J * (delta b c * delta a d + delta a b * delta c d) : ℝ) : ℂ)

/-- The normalisation 1/√2 is real and its square is 1/2. -/
theorem r2_facts : conj r2 = r2 ∧ r2 * r2 = 1 / 2 := by
  refine ⟨Complex.conj_ofReal _, ?_⟩
  have h : (√2)⁻¹ * (√2)⁻¹ = (1 / 2 : ℝ) := by
    rw [← mul_inv, Real.mul_self_sqrt (by norm_num)]
    norm_num
  unfold r2
  rw [← Complex.ofReal_mul, h]
  norm_num

/-- Sums weighted with the coefficients of a real orbital, or with their conjugates, reduce to
at most two terms. -/
theorem sum_coeff (f : Fin 5 → ℂ) :
    (∑ m, coeff .z2 m * f m = f 2) ∧ (∑ m, conj (coeff .z2 m) * f m = f 2) ∧
    (∑ m, coeff .xz m * f m = r2 * (f 1 - f 3)) ∧
    (∑ m, conj (coeff .xz m) * f m = r2 * (f 1 - f 3)) ∧
    (∑ m, coeff .yz m * f m = Complex.I * r2 * (f 1 + f 3)) ∧
    (∑ m, conj (coeff .yz m) * f m = -(Complex.I * r2) * (f 1 + f 3)) ∧
    (∑ m, coeff .x2y2 m * f m = r2 * (f 0 + f 4)) ∧
    (∑ m, conj (coeff .x2y2 m) * f m = r2 * (f 0 + f 4)) ∧
    (∑ m, coeff .xy m * f m = Complex.I * r2 * (f 0 - f 4)) ∧
    (∑ m, conj (coeff .xy m) * f m = -(Complex.I * r2) * (f 0 - f 4)) := by
  refine ⟨?_, ?_, ?_, ?_, ?_, ?_, ?_, ?_, ?_, ?_⟩ <;>
    simp [Fin.sum_univ_five, coeff, r2_facts.1] <;> ring

/-- The exchange integral is 35F4/441 for the pair (xy, x²-y²) and 4F2/49 + 15F4/441 for the
pair (xy, z²). -/
theorem exchange_xy (F0 F2 F4 : ℝ) :
    realCoulomb F0 F2 F4 .xy .x2y2 .x2y2 .xy = ((35 * F4 / 441 : ℝ) : ℂ) ∧
    realCoulomb F0 F2 F4 .xy .z2 .z2 .xy = ((4 * F2 / 49 + 15 * F4 / 441 : ℝ) : ℂ) := by
  have hr := r2_facts.2
  have hI := Complex.I_mul_I
  have h70 : ((√70 : ℝ) : ℂ) ^ 2 = 70 := by
    exact_mod_cast Real.sq_sqrt (show (0 : ℝ) ≤ 70 by norm_num)
  have h15 : ((√15 : ℝ) : ℂ) ^ 2 = 15 := by
    exact_mod_cast Real.sq_sqrt (show (0 : ℝ) ≤ 15 by norm_num)
  constructor <;> simp only [realCoulomb, sum_coeff] <;>
    simp [dCoulomb, delta, c2, c4] <;> grind

/-- The element in which one electron passes from x²-y² to z² while the other stays in xz
equals -2√3 B. -/
theorem spectator_element (F0 F2 F4 : ℝ) :
    realCoulomb F0 F2 F4 .z2 .xz .x2y2 .xz = ((-2 * √3 * racahB F2 F4 : ℝ) : ℂ) := by
  have hr := r2_facts.2
  have p : √15 * √40 = 10 * √6 := by
    rw [← Real.sqrt_mul (by norm_num), show (15 * 40 : ℝ) = 10 ^ 2 * 6 by norm_num,
      Real.sqrt_mul (by norm_num), Real.sqrt_sq (by norm_num)]
  have hp : ((√15 : ℝ) : ℂ) * ((√40 : ℝ) : ℂ) = 10 * ((√6 : ℝ) : ℂ) := by exact_mod_cast p
  have q : (√2)⁻¹ * √6 = √3 := by
    rw [show (6 : ℝ) = 2 * 3 by norm_num, Real.sqrt_mul (by norm_num),
      inv_mul_cancel_left₀ (by positivity)]
  have hq : r2 * ((√6 : ℝ) : ℂ) = ((√3 : ℝ) : ℂ) := by
    unfold r2
    exact_mod_cast q
  simp only [realCoulomb, sum_coeff]
  simp [dCoulomb, delta, c2, c4, racahB]
  grind

set_option maxHeartbeats 400000 in
/-- If B = 0, every pair of distinct real d orbitals has the exchange integral F2/7. -/
theorem exchange_of_racahB_zero (F0 : ℝ) {F2 F4 : ℝ} (h : racahB F2 F4 = 0)
    (a b : Orbital) (hab : a ≠ b) :
    realCoulomb F0 F2 F4 a b b a = ((F2 / 7 : ℝ) : ℂ) := by
  have hF : F4 = 9 / 5 * F2 := by
    unfold racahB at h
    linarith
  subst hF
  clear h
  have hr := r2_facts.2
  have hI := Complex.I_mul_I
  -- only squares of the tabulated roots enter an exchange integral
  have sq (x : ℝ) (hx : 0 ≤ x) : ((√x : ℝ) : ℂ) ^ 2 = (x : ℂ) := by
    exact_mod_cast Real.sq_sqrt hx
  have h5 : ((√5 : ℝ) : ℂ) ^ 2 = 5 := by exact_mod_cast sq 5 (by norm_num)
  have h6 : ((√6 : ℝ) : ℂ) ^ 2 = 6 := by exact_mod_cast sq 6 (by norm_num)
  have h15 : ((√15 : ℝ) : ℂ) ^ 2 = 15 := by exact_mod_cast sq 15 (by norm_num)
  have h30 : ((√30 : ℝ) : ℂ) ^ 2 = 30 := by exact_mod_cast sq 30 (by norm_num)
  have h35 : ((√35 : ℝ) : ℂ) ^ 2 = 35 := by exact_mod_cast sq 35 (by norm_num)
  have h40 : ((√40 : ℝ) : ℂ) ^ 2 = 40 := by exact_mod_cast sq 40 (by norm_num)
  have h70 : ((√70 : ℝ) : ℂ) ^ 2 = 70 := by exact_mod_cast sq 70 (by norm_num)
  clear sq
  cases a <;> cases b <;> simp at hab <;> simp only [realCoulomb, sum_coeff] <;>
    simp [dCoulomb, delta, c2, c4] <;> grind

/-- All pairs of distinct real d orbitals share one exchange constant exactly when the Racah
parameter B vanishes. -/
theorem common_exchange_iff (F0 F2 F4 : ℝ) :
    (∃ J : ℝ, ∀ a b : Orbital, a ≠ b → realCoulomb F0 F2 F4 a b b a = (J : ℂ))
      ↔ racahB F2 F4 = 0 := by
  constructor
  · rintro ⟨J, h⟩
    -- the two exchange integrals of xy with the e_g orbitals differ by 4B
    have e1 := Complex.ofReal_injective
      ((exchange_xy F0 F2 F4).1.symm.trans (h .xy .x2y2 (by decide)))
    have e2 := Complex.ofReal_injective
      ((exchange_xy F0 F2 F4).2.symm.trans (h .xy .z2 (by decide)))
    unfold racahB
    linarith
  · exact fun h => ⟨F2 / 7, exchange_of_racahB_zero F0 h⟩

/-- For Slater integrals with F2 > 0 and F4 ≤ F2, no choice of U' and J brings the Coulomb
interaction of the full d shell to Kanamori form. -/
theorem not_isKanamori (F0 : ℝ) {F2 F4 : ℝ} (h2 : 0 < F2) (h4 : F4 ≤ F2) :
    ¬ ∃ U' J : ℝ, IsKanamori F0 F2 F4 U' J := by
  rintro ⟨U', J, h⟩
  -- the Kanamori form would give all pairs the same exchange J
  have hB := (common_exchange_iff F0 F2 F4).1
    ⟨J, fun a b hab => (h a b b a).trans (by simp [delta, hab])⟩
  unfold racahB at hB
  linarith

end

end DShellKanamori
```

```lean
#print axioms DShellKanamori.spectator_element
-- 'DShellKanamori.spectator_element' depends on axioms: [propext, Classical.choice, Quot.sound]
#print axioms DShellKanamori.not_isKanamori
-- 'DShellKanamori.not_isKanamori' depends on axioms: [propext, Classical.choice, Quot.sound]
```

## What the theorems say about the d shell

The indices of type `Fin 5` are $m+2$, so `0` to `4` stand for $m=-2$ to $2$. This shift adds 4 to both sides of the selection rule and leaves it unchanged. `c2` and `c4` hold the signed coefficients, `dCoulomb` is the tensor in the spherical basis, and `coeff` contains the normalised real orbitals. `realCoulomb F0 F2 F4 a b c d` is $\langle ab|V|cd\rangle$: the first electron goes from `c` to `a`, the second from `d` to `b`. Its type is complex, and the theorems equate it with real numbers regarded as complex ones.

`IsKanamori` requires, for all choices of the four orbitals,

$$\langle ab|V|cd\rangle=U'\delta_{ac}\delta_{bd}+J(\delta_{bc}\delta_{ad}+\delta_{ab}\delta_{cd}).$$

Here $U'$ is the inter-orbital repulsion, and $J$ serves both exchange and pair hopping. Setting all orbitals equal gives the intra-orbital repulsion $U=U'+2J$. The refutation uses only exchange between distinct orbitals, so a separately adjustable $U$ would not rescue the form.

`common_exchange_iff` states that one real $J$ fits all exchange integrals between distinct orbitals exactly when $B=0$. It concerns exchange alone and does not say that the whole tensor is then of Kanamori form. `not_isKanamori` states that no real $U'$ and $J$ work if $F^2>0$ and $F^4\le F^2$. These inequalities hold for the bare Coulomb repulsion in a single radial d function: its radial kernel $r_<^k/r_>^{k+1}$ is positive and does not increase with $k$. In the file the Slater integrals are arbitrary real numbers, and the inequalities are assumed.

The coefficient tables are entered as data, not derived from integrals over spherical harmonics. The model is a single atomic shell with a spherically symmetric interaction and one radial function. It contains no spin operators, crystal-field distortion of the orbitals or anisotropic screening. Within that model, the result bears on five-orbital Hubbard-type calculations: a Kanamori interaction there is an approximation to the Slater tensor, not a rewriting of it.

## From the fourfold sum to the contradiction

`r2_facts` supplies the reality and the square of $1/\sqrt2$. `sum_coeff` says that a sum weighted by a real orbital, or by its conjugate, has at most two terms. Rewriting with it reduces the fourfold sum to at most sixteen terms, before the selection rule is applied.

In `exchange_xy`, `simp` then applies the selection rule and reads off the table entries. `grind` finishes the algebra using $i^2=-1$, the square of $1/\sqrt2$ and the squares of the tabulated roots. `spectator_element` follows the same route, but needs two products of different roots: $\sqrt{15}\sqrt{40}=10\sqrt6$ and $\sqrt6/\sqrt2=\sqrt3$.

`exchange_of_racahB_zero` first substitutes $F^4=9F^2/5$. It then splits into cases over the two orbitals, discards equal ones, and evaluates each remaining exchange integral to $F^2/7$. It thus checks the table above at $B=0$, while `exchange_xy` gives two of its entries for general Slater integrals.

For the forward direction of `common_exchange_iff`, the common $J$ is equated with both values from `exchange_xy`, and `linarith` extracts $B=0$ from their difference. The reverse direction supplies $J=F^2/7$. Finally, `not_isKanamori` reads a common exchange constant off the assumed Kanamori form, obtains $B=0$, and contradicts the two inequalities.
